# The Schwarz bound for the long-range Coulomb interaction of finitely many point charges

## Splitting the Coulomb repulsion

Range-separated density functionals divide the electron repulsion $1/r$ into a short-range and a long-range part and treat the two differently. A common choice for the long-range part is $\operatorname{erf}(wr)/r$, where $w>0$ is an inverse length that sets where one part gives way to the other. It has the Coulomb tail at large distance and stays finite at $r=0$.

A calculation with this kernel needs a great many interaction integrals between charge distributions, and in a large molecule with a localised basis most of them are negligible, because the distributions are products of two basis functions and such a product is small when the two functions sit on distant atoms. A program would like to recognise the small ones before computing them. For the full Coulomb interaction, the Schwarz inequality supplies an upper bound for $|(a|b)|$ from the two self-energies $(a|a)$ and $(b|b)$. Does the same bound hold after the kernel has been changed? It does if no charge distribution, whatever the signs of its charges, has a negative self-energy. A kernel that is positive at every distance doesn't guarantee this by itself, since charges of opposite sign contribute negative terms.

## Point charges and their interaction

Take finitely many points $x_i\in\mathbb R^d$ and define, for $r\ge 0$,

$$v(r)=\frac{2}{\sqrt\pi}\int_0^w e^{-t^2r^2}\,dt .$$

For $r>0$ the substitution $u=tr$ turns this into $\operatorname{erf}(wr)/r$; at $r=0$ the integral gives $v(0)=2w/\sqrt\pi$. A charge distribution is a list of real charges $a_i$, one for each point. Two distributions $a$ and $b$ on the same points interact with energy

$$(a|b)=\sum_{i,j}a_i b_j\,v(\lVert x_i-x_j\rVert).$$

The terms with $i=j$ are included, and points may coincide. The name self-energy is used for $(a|a)$, without the factor $\tfrac12$ that the electrostatic energy of a single distribution carries.

For $w\ge 0$ three things hold. The matrix with entries $v(\lVert x_i-x_j\rVert)$ is positive semidefinite. The interaction obeys $|(a|b)|\le\sqrt{(a|a)}\sqrt{(b|b)}$. The error from neglecting terms by this estimate is bounded by the threshold times the sum of the absolute weights of those terms.

## From inner products to Gaussians

Let $c_i$ be arbitrary real charges and write $x_i\cdot x_j$ for the inner product. The first claim is that, for every $n=0,1,2,\dots$,

$$\sum_{i,j}c_ic_j\,(x_i\cdot x_j)^n\ge 0 .$$

For $n=0$ the sum is $(\sum_i c_i)^2$. For the step from $n$ to $n+1$, write one factor in coordinates, $x_i\cdot x_j=\sum_k x_{ik}x_{jk}$, and group the coordinates with the charges:

$$\sum_{i,j}c_ic_j(x_i\cdot x_j)^{n+1}=\sum_k\sum_{i,j}(c_ix_{ik})(c_jx_{jk})(x_i\cdot x_j)^n .$$

For each $k$ the inner double sum is the case $n$ with charges $c_ix_{ik}$, so it is nonnegative.

Now let $s\ge0$. The exponential series gives

$$\sum_{i,j}c_ic_j\,e^{s\,x_i\cdot x_j}=\sum_{n=0}^\infty\frac{s^n}{n!}\sum_{i,j}c_ic_j(x_i\cdot x_j)^n\ge0,$$

because every term of the series is nonnegative.

The Gaussian follows from $\lVert x_i-x_j\rVert^2=\lVert x_i\rVert^2+\lVert x_j\rVert^2-2\,x_i\cdot x_j$, which splits it into three factors:

$$e^{-t^2\lVert x_i-x_j\rVert^2}=e^{-t^2\lVert x_i\rVert^2}\,e^{-t^2\lVert x_j\rVert^2}\,e^{2t^2x_i\cdot x_j}.$$

The first two factors depend on one point each. With the modified charges $c_ie^{-t^2\lVert x_i\rVert^2}$ and $s=2t^2$, the exponential result gives

$$\sum_{i,j}c_ic_j\,e^{-t^2\lVert x_i-x_j\rVert^2}\ge0\qquad\text{for every real }t.$$

## From Gaussians to the Schwarz bound

The double sum in $(a|a)$ is finite, so it can be exchanged with the integral:

$$(a|a)=\frac{2}{\sqrt\pi}\int_0^w\sum_{i,j}a_ia_j\,e^{-t^2\lVert x_i-x_j\rVert^2}\,dt\ge0 .$$

The integrand is nonnegative and the integration runs upwards from $0$ to $w$. Since the interaction matrix is also symmetric, it is positive semidefinite.

For two distributions, consider the self-energy of $a+sb$ with real $s$. By symmetry, $(b|a)=(a|b)$, and therefore

$$0\le (b|b)\,s^2+2(a|b)\,s+(a|a)\qquad\text{for all }s.$$

A quadratic that is never negative has a discriminant of at most zero, so $4(a|b)^2-4(a|a)(b|b)\le0$. If $(b|b)=0$, the expression is linear in $s$ and can stay nonnegative only if $(a|b)=0$, which agrees with the same inequality. Taking square roots gives

$$|(a|b)|\le\sqrt{(a|a)}\,\sqrt{(b|b)} .$$

Finally, let $S$ be a finite set of pairs $p=(p_1,p_2)$ of labels, with a distribution $q_{p_1}$ or $q_{p_2}$ attached to each label and a real weight $D_p$ to each pair. If the Schwarz estimate of every pair in $S$ is at most $\tau$, the triangle inequality gives

$$\Bigl|\sum_{p\in S}D_p\,(q_{p_1}|q_{p_2})\Bigr|\le\sum_{p\in S}|D_p|\,|(q_{p_1}|q_{p_2})|\le\tau\sum_{p\in S}|D_p| .$$

## A negative cutoff

The one condition on the kernel is $w\ge0$. Take $w=-1$, a single point and a unit charge. The integral from $0$ to $-1$ of the constant $1$ is $-1$, so the self-energy is $-2/\sqrt\pi$, and the $1\times1$ interaction matrix is negative. The square-root estimate loses its meaning. In Lean, where the square root of a negative real number is $0$, it becomes the false statement $2/\sqrt\pi\le0$. The squared inequality survives, because reversing the sign of $w$ reverses the sign of every interaction and leaves both sides unchanged.

## Screening in an integral code

In a Gaussian-basis program the distributions are products $\phi_\mu\phi_\nu$ of basis functions. For Schwarz screening, a code can compute $Q_{\mu\nu}=\sqrt{(\mu\nu|\mu\nu)}$ once for each product, with the kernel in use. In the loop over pairs of products it skips $(\mu\nu|\lambda\sigma)$ when $Q_{\mu\nu}Q_{\lambda\sigma}$ is below a threshold, often after multiplication by a density-matrix element.

The theorems justify this test for long-range integrals in electronic-structure calculations when the distributions are represented by finitely many point charges on a common set of points, for instance by quadrature weights times values on a grid. For the test without the density-matrix factor, the last bound then controls the accumulated error. For one element $\sum_{\lambda\sigma}D_{\lambda\sigma}(\mu\nu|\lambda\sigma)$ of the long-range mean-field Coulomb matrix, $S$ holds the skipped pairs whose first member is the fixed product $\phi_\mu\phi_\nu$, and the weights are density-matrix elements. In range-separated hybrids with exact exchange at long range, the kernel enters through exchange sums $\sum_{\lambda\sigma}D_{\lambda\sigma}(\mu\lambda|\nu\sigma)$, which the bound covers in the same way, with the skipped pairs $(\phi_\mu\phi_\lambda,\phi_\nu\phi_\sigma)$ and the weights $D_{\lambda\sigma}$.

## The formal statement and its proof

```lean
import Mathlib

open Finset

namespace LongRangeSchwarz

noncomputable section

variable {ι : Type*} [Fintype ι] {d : ℕ}

/-- The long-range Coulomb kernel at distance `r`, as a Gaussian integral cut off at `w`. -/
def longRange (w r : ℝ) : ℝ :=
  2 / Real.sqrt Real.pi * ∫ t in (0 : ℝ)..w, Real.exp (-(t ^ 2 * r ^ 2))

/-- The matrix of long-range Coulomb interactions between unit charges at the points `x i`. -/
def coulombMatrix (w : ℝ) (x : ι → EuclideanSpace ℝ (Fin d)) : Matrix ι ι ℝ :=
  Matrix.of fun i j => longRange w ‖x i - x j‖

/-- The long-range interaction `(a|b)` of two distributions of charges `a i` and `b i`
on the points `x i`. -/
def interaction (w : ℝ) (x : ι → EuclideanSpace ℝ (Fin d)) (a b : ι → ℝ) : ℝ :=
  ∑ i, ∑ j, a i * b j * longRange w ‖x i - x j‖

/-- Every power of the inner product is a positive semidefinite kernel. -/
theorem inner_pow_nonneg (x : ι → EuclideanSpace ℝ (Fin d)) (n : ℕ) (c : ι → ℝ) :
    0 ≤ ∑ i, ∑ j, c i * c j * (inner ℝ (x i) (x j)) ^ n := by
  induction n generalizing c with
  | zero =>
    have h : ∑ i, ∑ j, c i * c j * (inner ℝ (x i) (x j)) ^ 0 = (∑ i, c i) * ∑ j, c j := by
      simp only [pow_zero, mul_one, Finset.sum_mul_sum]
    rw [h]
    exact mul_self_nonneg _
  | succ n ih =>
    -- one factor of the inner product is absorbed, coordinate by coordinate, in the charges
    have key : ∑ k, ∑ i, ∑ j, (c i * x i k) * (c j * x j k) * (inner ℝ (x i) (x j)) ^ n
        = ∑ i, ∑ j, c i * c j * (inner ℝ (x i) (x j)) ^ (n + 1) := by
      rw [Finset.sum_comm]
      refine Finset.sum_congr rfl fun i _ => ?_
      rw [Finset.sum_comm]
      refine Finset.sum_congr rfl fun j _ => ?_
      have h : inner ℝ (x i) (x j) = ∑ k, x i k * x j k := by
        simp [PiLp.inner_apply, mul_comm]
      calc ∑ k, (c i * x i k) * (c j * x j k) * (inner ℝ (x i) (x j)) ^ n
          = ∑ k, (c i * c j * (inner ℝ (x i) (x j)) ^ n) * (x i k * x j k) :=
            Finset.sum_congr rfl fun k _ => by ring
        _ = c i * c j * (inner ℝ (x i) (x j)) ^ (n + 1) := by
            rw [← Finset.mul_sum, ← h]
            ring
    rw [← key]
    exact Finset.sum_nonneg fun k _ => ih fun i => c i * x i k

/-- The exponential of a nonnegative multiple of the inner product is a positive
semidefinite kernel. -/
theorem exp_inner_nonneg (x : ι → EuclideanSpace ℝ (Fin d)) {s : ℝ} (hs : 0 ≤ s)
    (c : ι → ℝ) : 0 ≤ ∑ i, ∑ j, c i * c j * Real.exp (s * inner ℝ (x i) (x j)) := by
  have hexp : ∀ y : ℝ, HasSum (fun n : ℕ => y ^ n / (n.factorial : ℝ)) (Real.exp y) := by
    intro y
    rw [Real.exp_eq_exp_ℝ]
    exact NormedSpace.expSeries_div_hasSum_exp y
  -- expand the exponential and use the result for each power
  have H : HasSum (fun n : ℕ => ∑ i, ∑ j,
      c i * c j * ((s * inner ℝ (x i) (x j)) ^ n / (n.factorial : ℝ)))
      (∑ i, ∑ j, c i * c j * Real.exp (s * inner ℝ (x i) (x j))) :=
    hasSum_sum fun i _ => hasSum_sum fun j _ => (hexp _).mul_left _
  rw [← H.tsum_eq]
  refine tsum_nonneg fun n => ?_
  have h : ∑ i, ∑ j, c i * c j * ((s * inner ℝ (x i) (x j)) ^ n / (n.factorial : ℝ))
      = s ^ n / (n.factorial : ℝ) * ∑ i, ∑ j, c i * c j * (inner ℝ (x i) (x j)) ^ n := by
    simp only [Finset.mul_sum]
    refine Finset.sum_congr rfl fun i _ => Finset.sum_congr rfl fun j _ => ?_
    rw [mul_pow]
    ring
  rw [h]
  exact mul_nonneg (by positivity) (inner_pow_nonneg x n c)

/-- Charges interacting through a Gaussian of the distance have nonnegative self-energy. -/
theorem gaussian_nonneg (x : ι → EuclideanSpace ℝ (Fin d)) (t : ℝ) (c : ι → ℝ) :
    0 ≤ ∑ i, ∑ j, c i * c j * Real.exp (-(t ^ 2 * ‖x i - x j‖ ^ 2)) := by
  have h := exp_inner_nonneg x (s := 2 * t ^ 2) (by positivity)
    (fun i => c i * Real.exp (-(t ^ 2 * ‖x i‖ ^ 2)))
  refine h.trans_eq (Finset.sum_congr rfl fun i _ => Finset.sum_congr rfl fun j _ => ?_)
  -- the one-point factors of the Gaussian are absorbed in the charges
  have e : -(t ^ 2 * ‖x i - x j‖ ^ 2) = -(t ^ 2 * ‖x i‖ ^ 2) + -(t ^ 2 * ‖x j‖ ^ 2)
      + 2 * t ^ 2 * inner ℝ (x i) (x j) := by
    rw [norm_sub_sq_real]
    ring
  rw [e, Real.exp_add, Real.exp_add]
  ring

/-- The long-range interaction is a superposition of Gaussian interactions. -/
theorem interaction_eq_integral (w : ℝ) (x : ι → EuclideanSpace ℝ (Fin d)) (a b : ι → ℝ) :
    interaction w x a b = 2 / Real.sqrt Real.pi * ∫ t in (0 : ℝ)..w,
      ∑ i, ∑ j, a i * b j * Real.exp (-(t ^ 2 * ‖x i - x j‖ ^ 2)) := by
  unfold interaction longRange
  rw [intervalIntegral.integral_finsetSum, Finset.mul_sum]
  · refine Finset.sum_congr rfl fun i _ => ?_
    rw [intervalIntegral.integral_finsetSum, Finset.mul_sum]
    · refine Finset.sum_congr rfl fun j _ => ?_
      rw [intervalIntegral.integral_const_mul]
      ring
    · intro j _
      exact Continuous.intervalIntegrable (by fun_prop) _ _
  · intro i _
    exact Continuous.intervalIntegrable (by fun_prop) _ _

/-- For `0 ≤ w`, the long-range self-energy of any distribution of finitely many point charges is
nonnegative. -/
theorem self_energy_nonneg {w : ℝ} (hw : 0 ≤ w) (x : ι → EuclideanSpace ℝ (Fin d))
    (a : ι → ℝ) : 0 ≤ interaction w x a a := by
  rw [interaction_eq_integral]
  exact mul_nonneg (by positivity)
    (intervalIntegral.integral_nonneg hw fun t _ => gaussian_nonneg x t a)

/-- For `0 ≤ w`, the long-range Coulomb matrix of finitely many points is positive semidefinite. -/
theorem coulombMatrix_posSemidef {w : ℝ} (hw : 0 ≤ w)
    (x : ι → EuclideanSpace ℝ (Fin d)) : (coulombMatrix w x).PosSemidef := by
  refine Matrix.PosSemidef.of_dotProduct_mulVec_nonneg ?_ fun c => ?_
  · refine Matrix.IsHermitian.ext fun i j => ?_
    simp only [coulombMatrix, Matrix.of_apply, star_trivial]
    rw [norm_sub_rev]
  · refine (self_energy_nonneg hw x c).trans_eq ?_
    simp only [interaction, coulombMatrix, dotProduct, Matrix.mulVec, Matrix.of_apply,
      star_trivial, Finset.mul_sum]
    exact Finset.sum_congr rfl fun i _ => Finset.sum_congr rfl fun j _ => by ring

/-- Schwarz inequality for the long-range interaction: `(a|b)² ≤ (a|a) (b|b)`. -/
theorem schwarz {w : ℝ} (hw : 0 ≤ w) (x : ι → EuclideanSpace ℝ (Fin d)) (a b : ι → ℝ) :
    interaction w x a b ^ 2 ≤ interaction w x a a * interaction w x b b := by
  have symm : interaction w x b a = interaction w x a b := by
    unfold interaction
    rw [Finset.sum_comm]
    refine Finset.sum_congr rfl fun i _ => Finset.sum_congr rfl fun j _ => ?_
    rw [norm_sub_rev, mul_comm (b j)]
  -- the self-energy of `a + s b` is a nonnegative quadratic polynomial in `s`
  have quad : ∀ s : ℝ, 0 ≤ interaction w x b b * (s * s)
      + (interaction w x a b + interaction w x b a) * s + interaction w x a a := by
    intro s
    refine (self_energy_nonneg hw x fun i => a i + s * b i).trans_eq ?_
    simp only [interaction, Finset.sum_mul, ← Finset.sum_add_distrib]
    exact Finset.sum_congr rfl fun i _ => Finset.sum_congr rfl fun j _ => by ring
  have h := discrim_le_zero quad
  rw [symm, discrim] at h
  nlinarith [h]

/-- The Schwarz estimate with square roots, for `0 ≤ w`: `|(a|b)| ≤ √(a|a) √(b|b)`. -/
theorem schwarz_estimate {w : ℝ} (hw : 0 ≤ w) (x : ι → EuclideanSpace ℝ (Fin d))
    (a b : ι → ℝ) : |interaction w x a b| ≤
      Real.sqrt (interaction w x a a) * Real.sqrt (interaction w x b b) := by
  rw [← Real.sqrt_mul (self_energy_nonneg hw x a)]
  exact Real.abs_le_sqrt (schwarz hw x a b)

/-- Let `0 ≤ w`. If all pairs in `S` have Schwarz estimate at most `τ`, then their interactions,
summed with weights `D`, contribute at most `τ` times the sum of the absolute weights. -/
theorem screening_error {κ : Type*} {w τ : ℝ} (hw : 0 ≤ w)
    (x : ι → EuclideanSpace ℝ (Fin d)) (q : κ → ι → ℝ) (D : κ × κ → ℝ) (S : Finset (κ × κ))
    (hS : ∀ p ∈ S, Real.sqrt (interaction w x (q p.1) (q p.1)) *
      Real.sqrt (interaction w x (q p.2) (q p.2)) ≤ τ) :
    |∑ p ∈ S, D p * interaction w x (q p.1) (q p.2)| ≤ τ * ∑ p ∈ S, |D p| := by
  refine (Finset.abs_sum_le_sum_abs _ _).trans ?_
  rw [Finset.mul_sum]
  refine Finset.sum_le_sum fun p hp => ?_
  rw [abs_mul, mul_comm τ]
  exact mul_le_mul_of_nonneg_left ((schwarz_estimate hw x _ _).trans (hS p hp)) (abs_nonneg _)

end

end LongRangeSchwarz
```

```lean
#print axioms LongRangeSchwarz.coulombMatrix_posSemidef
-- 'LongRangeSchwarz.coulombMatrix_posSemidef' depends on axioms: [propext, Classical.choice, Quot.sound]
#print axioms LongRangeSchwarz.screening_error
-- 'LongRangeSchwarz.screening_error' depends on axioms: [propext, Classical.choice, Quot.sound]
```

## How the definitions express the physics

The finite type `ι` labels the points, and `x i` is a vector in `EuclideanSpace ℝ (Fin d)`, so `‖x i - x j‖` is the ordinary Euclidean distance. The dimension `d` is arbitrary; the $1/r$ tail is the Coulomb law of three-dimensional space, so the physical case is $d=3$. The function `longRange w r` is $v(r)$, defined by the integral; the error function doesn't occur in the file. `coulombMatrix w x` collects the interactions between unit charges, and `interaction w x a b` is $(a|b)$. Charges are real, and the units are those in which two distant unit charges repel with energy close to $1/r$ when $w>0$.

`coulombMatrix_posSemidef` says that for `0 ≤ w` the matrix is positive semidefinite, which in Mathlib includes that it is Hermitian; for real entries this means symmetric. The case $w=0$ is allowed and gives the zero matrix. `schwarz` is the squared inequality and `schwarz_estimate` the form with square roots.

In `screening_error`, the type `κ` labels distributions, `q` assigns the charges to each label, and `D` gives the weights. The hypothesis `hS` is the screening test: every pair in `S` has an estimate of at most `τ`. The self-energies in it are exact, so rounding errors are not included. Continuous densities, such as products of Gaussian basis functions integrated over all space, would need a further argument, and so would complex charges and the full kernel $1/r$, which is infinite at $r=0$.

## How the proof follows the derivation

`inner_pow_nonneg` is the induction on the power. The charges are generalised in the induction (`generalizing c`), because the step applies the hypothesis to the new charges `c i * x i k`. The equation `key` is the coordinate expansion; the two uses of `Finset.sum_comm` move the sum over `k` to the inside, where it is recognised as an inner product.

`exp_inner_nonneg` starts from the exponential series in `hexp`. The statement `H` combines the series for all pairs of points into a single series for the double sum, using `hasSum_sum`. Then `tsum_nonneg` reduces the claim to a single term, and the equation `h` pulls out the factor $s^n/n!$ so that the previous lemma applies.

`gaussian_nonneg` applies this with `s := 2 * t ^ 2` and the modified charges. Its equation `e` is the expansion of the squared distance in the exponent, obtained from `norm_sub_sq_real`.

`interaction_eq_integral` exchanges the sums with the integral, one sum at a time. Each exchange requires the integrands to be integrable, which follows from their continuity. `self_energy_nonneg` then needs only that the integral of a nonnegative function is nonnegative. Here `hw` enters, as the statement that the upper limit is not below the lower one. `coulombMatrix_posSemidef` checks symmetry through `norm_sub_rev` and identifies the quadratic form of the matrix with the self-energy.

In `schwarz`, `symm` is the symmetry $(b|a)=(a|b)$, and `quad` expands the self-energy of `a i + s * b i`. The Mathlib lemma `discrim_le_zero` gives the sign of the discriminant, including the case where the quadratic coefficient vanishes, and `nlinarith` rearranges the result. `schwarz_estimate` takes the square root; nonnegativity of $(a|a)$ is what allows the root of the product to be split. `screening_error` applies the triangle inequality and then bounds each term by the Schwarz estimate and `hS`.
